# Taylor coefficients of √(1+x²) in powers of x² decay as n^(−3/2)/(2√π) in magnitude

Let cₙ = binom(1/2, n) be the coefficient of x²ⁿ in the expansion of the two-level energy √(1+x²) about x = 0. Then, as n tends to infinity,

n^(3/2) · |cₙ| → 1/(2√π) ≈ 0.2821.

## Two levels with a complex coupling

Take two states with energies 1 and −1, coupled by x:

H(x) = [[1, x], [x, −1]].

The zero of energy lies midway between the uncoupled levels, and the unit is half their separation, so x is the ratio of the coupling to that half-separation. The characteristic determinant is

det(H(x) − E) = (1 − E)(−1 − E) − x² = E² − (1 + x²),

so for real x the levels are E = ±√(1+x²). They never meet on the real axis.

For non-real x the matrix is not Hermitian, because both off-diagonal entries are x and not x and its conjugate. It then continues the model analytically in x and is not the Hamiltonian of a closed system. In this continuation the levels do meet at the imaginary coupling x = i, where H(i) is non-zero but H(i)² = 0. Such a matrix has 0 as its only eigenvalue and can't be diagonalised, since a diagonalisable matrix with only the eigenvalue 0 is the zero matrix. This is an exceptional point. In the squared coupling s = x² it sits at s = −1, where √(1+s) has its branch point.

For this two-state model with one coupling parameter, the decay law gives the size of high-order perturbation terms. At |x| = 1 they fall off only as a power of the order, while for |x| < 1 there is an additional geometric factor |x|²ⁿ.

## The coefficients and the limit as Lean states them

`hamiltonian` is the matrix H(x) with complex x. `energy` is the upper level as a real function of s, not of x. It represents the level for s ≥ −1 only, because Lean's real square root returns 0 for negative arguments. `halfBinom n` is the product

cₙ = ∏ (1/2 − k)/(k + 1), with k running from 0 to n − 1,

so c₀ = 1. Order n in s is order 2n in the coupling x.

The main theorem, `tendsto_rpow_mul_abs_halfBinom`, is the limit stated at the top. Two others tie it to the physics: `characteristic_equation` says that for real x a complex number E solves the characteristic equation exactly when it is one of the two levels, and `taylor_coefficient` says that the n-th derivative of `energy` at s = 0, divided by n!, is cₙ. Finally, `summable_on_critical_circle` says that the series with terms cₙx²ⁿ converges absolutely for every complex x with |x| = 1.

The theorems concern this one Hamiltonian. They contain no general law for square-root branch points, no error bound at finite n, and no identification of the sum on the circle with an energy.

## Derivatives of the upper level

The product gives the recurrence

cₙ₊₁ = cₙ · (1/2 − n)/(n + 1).

For s > −1 the n-th derivative of √(1+s) is

n! · cₙ · (1+s)^(1/2 − n).

This holds for n = 0. If it holds for n, one more derivative brings down the factor 1/2 − n and lowers the exponent by one. Since (1/2 − n)cₙ = (n + 1)cₙ₊₁, the result is

(n+1)! · cₙ₊₁ · (1+s)^(1/2 − (n+1)),

which is the formula for n + 1. Setting s = 0 and dividing by n! leaves cₙ.

## The Wallis product supplies π

Let Wₙ be the partial Wallis product, with W₀ = 1 and

Wₙ₊₁ = Wₙ · (2n+2)²/((2n+1)(2n+3)).

It tends to π/2. For every n ≥ 0,

4(n+1)²(2n+1) · Wₙ · cₙ₊₁² = 1.

At n = 0 this reads 4 · (1/2)² = 1. For the step, the recurrence gives

cₙ₊₂² = cₙ₊₁² · (2n+1)²/(4(n+2)²).

Insert this and the formula for Wₙ₊₁ into the left side at n + 1:

4(n+2)²(2n+3) · Wₙ₊₁ · cₙ₊₂² = 4(n+1)²(2n+1) · Wₙ · cₙ₊₁².

The left side therefore keeps the value 1. Solving for cₙ₊₁² and multiplying by (n+1)³,

(n+1)³ · cₙ₊₁² = 1/(4 · (2 − 1/(n+1)) · Wₙ) → 1/(4 · 2 · π/2) = 1/(4π).

The square root gives (n+1)^(3/2) · |cₙ₊₁| → 1/(2√π), and shifting the index by one gives the decay law.

Because 1/(2√π) < 1, all sufficiently large n satisfy |cₙ| ≤ n^(−3/2). On the circle |x| = 1 the terms have modulus |cₙ|, and the sum of n^(−3/2) converges. So the series converges absolutely there, even at x = i.

## The fourth coefficient by hand

The recurrence gives c₁ = 1/2, c₂ = −1/8, c₃ = 1/16 and c₄ = −5/128. Hence

4^(3/2) · |c₄| = 8 · 5/128 = 0.3125,

about 11 % above the limit. The Wallis identity at n = 3 can be checked too. There W₃ = (4/3)(16/15)(36/35) = 256/175, and

4 · 16 · 7 · (256/175) · (5/128)² = 1.

## The complete Lean file

```lean
import Mathlib

open Filter
open scoped Topology

namespace TwoLevelExceptionalPoint

noncomputable section

/-- The two-level Hamiltonian, continued to complex coupling: diagonal entries `1` and `-1`, and the
same complex number `x` in both off-diagonal entries. -/
def hamiltonian (x : ℂ) : Matrix (Fin 2) (Fin 2) ℂ := !![1, x; x, -1]

/-- The upper level `√(1 + s)` as a function of the squared coupling `s = x²`,
for `s ≥ -1`. -/
def energy (s : ℝ) : ℝ := √(1 + s)

/-- The generalised binomial coefficient `binom(1/2, n)`, written as a product. -/
def halfBinom (n : ℕ) : ℝ := ∏ k ∈ Finset.range n, (1 / 2 - (k : ℝ)) / ((k : ℝ) + 1)

/-- For real coupling `x` the characteristic equation of the Hamiltonian has exactly the
roots `√(1 + x²)` and `-√(1 + x²)`. -/
theorem characteristic_equation (x : ℝ) (E : ℂ) :
    (hamiltonian x - E • (1 : Matrix (Fin 2) (Fin 2) ℂ)).det = 0 ↔
      E = (energy (x ^ 2) : ℂ) ∨ E = -(energy (x ^ 2) : ℂ) := by
  have hdet : (hamiltonian x - E • (1 : Matrix (Fin 2) (Fin 2) ℂ)).det
      = E ^ 2 - (1 + (x : ℂ) ^ 2) := by
    simp [hamiltonian, Matrix.det_fin_two]
    ring
  have hs : (energy (x ^ 2) : ℂ) ^ 2 = 1 + (x : ℂ) ^ 2 := by
    rw [← Complex.ofReal_pow, energy, Real.sq_sqrt (by positivity)]
    push_cast
    rfl
  rw [hdet, ← hs, sub_eq_zero, sq_eq_sq_iff_eq_or_eq_neg]

/-- At the imaginary coupling `x = i` the Hamiltonian is non-zero but its square vanishes. -/
theorem exceptional_point :
    hamiltonian Complex.I ≠ 0 ∧ hamiltonian Complex.I * hamiltonian Complex.I = 0 := by
  constructor
  · intro h
    have h00 := congrFun (congrFun h 0) 0
    simp [hamiltonian] at h00
  · ext i j
    fin_cases i <;> fin_cases j <;>
      simp [hamiltonian, Matrix.mul_apply, Fin.sum_univ_succ]

/-- Recurrence between successive coefficients `binom(1/2, n)`. -/
theorem halfBinom_succ (n : ℕ) :
    halfBinom (n + 1) = halfBinom n * ((1 / 2 - (n : ℝ)) / ((n : ℝ) + 1)) := by
  simp only [halfBinom, Finset.prod_range_succ]

/-- Every derivative of the upper level with respect to the squared coupling `s > -1`. -/
theorem iteratedDeriv_energy (n : ℕ) : ∀ s : ℝ, -1 < s →
    iteratedDeriv n energy s
      = (n.factorial : ℝ) * halfBinom n * (1 + s) ^ ((1 / 2 : ℝ) - (n : ℝ)) := by
  induction n with
  | zero =>
    intro s hs
    simp [halfBinom, energy, Real.sqrt_eq_rpow]
  | succ n ih =>
    intro s hs
    have hpos : 0 < 1 + s := by linarith
    -- the formula for order n holds near s, so it may be differentiated there
    have hev : iteratedDeriv n energy =ᶠ[𝓝 s] fun u : ℝ =>
        (n.factorial : ℝ) * halfBinom n * (1 + u) ^ ((1 / 2 : ℝ) - (n : ℝ)) := by
      filter_upwards [Ioi_mem_nhds hs] with u hu using ih u hu
    have hd : HasDerivAt (fun u : ℝ => (1 + u) ^ ((1 / 2 : ℝ) - (n : ℝ)))
        (1 * ((1 / 2 : ℝ) - (n : ℝ)) * (1 + s) ^ ((1 / 2 : ℝ) - (n : ℝ) - 1)) s :=
      ((hasDerivAt_id' s).const_add 1).rpow_const (Or.inl hpos.ne')
    rw [iteratedDeriv_succ, hev.deriv_eq]
    refine (hd.const_mul ((n.factorial : ℝ) * halfBinom n)).deriv.trans ?_
    have he : (1 / 2 : ℝ) - ((n + 1 : ℕ) : ℝ) = 1 / 2 - (n : ℝ) - 1 := by
      push_cast
      ring
    rw [he, halfBinom_succ, Nat.factorial_succ]
    generalize (1 + s) ^ ((1 / 2 : ℝ) - (n : ℝ) - 1) = p
    have hc : ((n : ℝ) + 1) * ((1 / 2 - (n : ℝ)) / ((n : ℝ) + 1)) = 1 / 2 - (n : ℝ) := by
      field_simp
    push_cast
    linear_combination (-((n.factorial : ℝ) * halfBinom n * p)) * hc

/-- The Taylor coefficients of the upper level in the squared coupling are `binom(1/2, n)`. -/
theorem taylor_coefficient (n : ℕ) :
    iteratedDeriv n energy 0 / (n.factorial : ℝ) = halfBinom n := by
  have h : (n.factorial : ℝ) ≠ 0 := by positivity
  rw [iteratedDeriv_energy n 0 (by norm_num), add_zero, Real.one_rpow, mul_one]
  field_simp

/-- Exact relation between the squared coefficients and the partial Wallis products. -/
theorem halfBinom_sq_wallis (n : ℕ) :
    4 * ((n : ℝ) + 1) ^ 2 * (2 * (n : ℝ) + 1) * Real.Wallis.W n * halfBinom (n + 1) ^ 2
      = 1 := by
  induction n with
  | zero => norm_num [halfBinom, Real.Wallis.W]
  | succ n ih =>
    rw [halfBinom_succ (n + 1), Real.Wallis.W_succ]
    push_cast
    refine Eq.trans ?_ ih
    field_simp
    ring

/-- The squared coefficients, multiplied by the cube of the order, tend to `1/(4π)`. -/
theorem tendsto_cube_mul_sq :
    Tendsto (fun n : ℕ => ((n : ℝ) + 1) ^ 3 * halfBinom (n + 1) ^ 2) atTop
      (𝓝 (1 / (4 * Real.pi))) := by
  have hr : Tendsto (fun n : ℕ => 1 / ((n : ℝ) + 1)) atTop (𝓝 0) :=
    tendsto_one_div_add_atTop_nhds_zero_nat
  have h := (((hr.const_sub 2).const_mul 4).mul
    Real.Wallis.tendsto_W_nhds_pi_div_two).inv₀ (by rw [sub_zero]; positivity)
  have e : 1 / (4 * Real.pi) = (4 * (2 - 0) * (Real.pi / 2))⁻¹ := by
    rw [one_div]
    congr 1
    ring
  rw [e]
  refine h.congr fun n => inv_eq_of_mul_eq_one_right ?_
  refine Eq.trans ?_ (halfBinom_sq_wallis n)
  field_simp
  ring

/-- Decay law of the two-level perturbation series: `n^(3/2) |binom(1/2, n)|` tends to
`1/(2√π)`. -/
theorem tendsto_rpow_mul_abs_halfBinom :
    Tendsto (fun n : ℕ => (n : ℝ) ^ (3 / 2 : ℝ) * |halfBinom n|) atTop
      (𝓝 (1 / (2 * √Real.pi))) := by
  rw [← tendsto_add_atTop_iff_nat 1]
  have hsq : (1 / (2 * √Real.pi)) ^ 2 = 1 / (4 * Real.pi) := by
    rw [div_pow, mul_pow, Real.sq_sqrt Real.pi_pos.le]
    norm_num
  have e : √(1 / (4 * Real.pi)) = 1 / (2 * √Real.pi) := by
    rw [← hsq, Real.sqrt_sq (by positivity)]
  -- take the square root of the previous limit
  have h := (Real.continuous_sqrt.tendsto _).comp tendsto_cube_mul_sq
  rw [e] at h
  refine h.congr fun n => ?_
  have hp : √(((n : ℝ) + 1) ^ 3) = ((n : ℝ) + 1) ^ (3 / 2 : ℝ) := by
    rw [Real.sqrt_eq_rpow, ← Real.rpow_natCast, ← Real.rpow_mul (by positivity)]
    norm_num
  rw [Function.comp_apply, Real.sqrt_mul (by positivity), Real.sqrt_sq_eq_abs, hp]
  push_cast
  rfl

/-- The perturbation series in the coupling converges absolutely at every complex coupling
of modulus one. -/
theorem summable_on_critical_circle (x : ℂ) (hx : ‖x‖ = 1) :
    Summable (fun n : ℕ => ‖(halfBinom n : ℂ) * x ^ (2 * n)‖) := by
  have hpi : 1 < √Real.pi := Real.lt_sqrt_of_sq_lt (by linarith [Real.pi_gt_three])
  have hlim : 1 / (2 * √Real.pi) < 1 := by
    rw [div_lt_one (by positivity)]
    linarith
  -- compare with the convergent series of n^(-3/2)
  refine Summable.of_norm_bounded_eventually_nat
    (Real.summable_one_div_nat_rpow.mpr (by norm_num : (1 : ℝ) < 3 / 2)) ?_
  filter_upwards [tendsto_rpow_mul_abs_halfBinom.eventually_lt_const hlim,
    eventually_gt_atTop 0] with n hn hn0
  have hn' : (0 : ℝ) < n := by exact_mod_cast hn0
  rw [norm_norm, norm_mul, norm_pow, hx, one_pow, mul_one, Complex.norm_real,
    Real.norm_eq_abs, le_div_iff₀ (by positivity)]
  linarith

end

end TwoLevelExceptionalPoint
```

```lean
#print axioms TwoLevelExceptionalPoint.characteristic_equation
#print axioms TwoLevelExceptionalPoint.exceptional_point
#print axioms TwoLevelExceptionalPoint.taylor_coefficient
#print axioms TwoLevelExceptionalPoint.summable_on_critical_circle
```

```
'TwoLevelExceptionalPoint.characteristic_equation' depends on axioms: [propext, Classical.choice, Quot.sound]
'TwoLevelExceptionalPoint.exceptional_point' depends on axioms: [propext, Classical.choice, Quot.sound]
'TwoLevelExceptionalPoint.taylor_coefficient' depends on axioms: [propext, Classical.choice, Quot.sound]
'TwoLevelExceptionalPoint.summable_on_critical_circle' depends on axioms: [propext, Classical.choice, Quot.sound]
```

## How the Lean proof follows the derivation

`characteristic_equation` computes the determinant, replaces 1 + x² by the square of the energy, and uses the fact that equal squares mean equal or opposite numbers. `exceptional_point` reads off the upper left entry to see that H(i) is non-zero, then checks all four entries of its square.

`iteratedDeriv_energy` is the induction on derivatives. To differentiate the formula at s, Lean needs it in a neighbourhood of s and not only at the point. The step `hev` supplies this, since all points near s also exceed −1. The power rule is `hd`, and `linear_combination` with `hc` performs the cancellation (n + 1) · (1/2 − n)/(n + 1) = 1/2 − n. `taylor_coefficient` then sets s = 0.

`halfBinom_sq_wallis` is the second induction. It rewrites with the two recurrences, and `field_simp` and `ring` confirm that the left side is unchanged from n to n + 1.

`tendsto_cube_mul_sq` starts from Mathlib's limit for the Wallis product and forms the limit of the inverse of 4(2 − 1/(n+1))Wₙ. The exact identity shows that this inverse equals (n+1)³cₙ₊₁² for every n, so the limit carries over.

The main theorem first shifts the index with `tendsto_add_atTop_iff_nat`, then composes the previous limit with the continuous square root. The step `hp` turns the root of (n+1)³ into (n+1)^(3/2), and `Real.sqrt_sq_eq_abs` produces the absolute value.

In `summable_on_critical_circle`, `hlim` shows that the limit is below 1. The bound by n^(−3/2) then holds from some order on, which is enough for the comparison test.

## The coefficients of the reciprocal square root decay more slowly

For real x, the difference between the weights of the two uncoupled states in the upper eigenstate is 1/√(1+x²). Its coefficients in x² are dₙ = binom(−1/2, n), with d₀ = 1 and

dₙ₊₁ = −dₙ · (2n+1)/(2(n+1)).

The same induction, done here by hand and not in the file, gives

(2n+1) · Wₙ · dₙ² = 1.

Hence n · dₙ² → 1/π, and √n · |dₙ| → 1/√π. The sum of n^(−1/2) diverges, so on the circle |x| = 1 this series does not converge absolutely, although the energy series does.
